# The α²-sensitivity of Sommerfeld energy levels in the limit α → 0

In atomic units and with the rest energy removed, the Sommerfeld formula for a hydrogen-like level returns $0/0$ at $\alpha=0$. Substitution therefore gives neither the non-relativistic energy nor the first relativistic correction. Small non-zero $\alpha$ is awkward too: in floating point the formula subtracts two nearly equal numbers, and removing the Bohr energy and dividing by $\alpha^2$ amplifies the rounding error. For a single electron bound to a fixed point charge, the limit derived here gives a reference slope of the energy against $\alpha^2$ for four-component calculations repeated at decreasing $\alpha$.

## The level and its two auxiliary numbers

Let $n$ be the principal quantum number, $k=j+\tfrac12$, $Z$ the nuclear charge and $x=\alpha^2$. In atomic units, with the rest energy $1/x$ removed, define

$$N(x)=n-k+\sqrt{k^2-Z^2x},\qquad W(x)=\sqrt{N(x)^2+Z^2x},$$

$$E(x)=\frac{\left(1+Z^2x/N(x)^2\right)^{-1/2}-1}{x}.$$

In the code these are `effectiveNumber`, `apparentNumber` and `sommerfeldEnergy`. There `n` and `k` are natural numbers, while `Z` and `x` are real. Only even powers of $Z$ occur, so no theorem needs its sign, although the physical case is $Z>0$. The closed formula is taken as the definition of the energy and is not derived from the Dirac equation. Nuclear size, recoil and QED shifts are absent.

```lean
import Mathlib

open Filter Topology

namespace SommerfeldAlphaSensitivity

noncomputable section

/-- The effective principal quantum number `N = n - k + √(k² - Z² x)` of a Dirac-Coulomb level,
with `x = α²`, on the domain `Z² x ≤ k²`. -/
def effectiveNumber (n k : ℕ) (Z x : ℝ) : ℝ :=
  (n : ℝ) - k + √((k : ℝ) ^ 2 - Z ^ 2 * x)

/-- The norm `W = √(N² + Z² x)` built from the effective quantum number `N`,
on the domain `0 ≤ x`, `Z² x ≤ k²`. -/
def apparentNumber (n k : ℕ) (Z x : ℝ) : ℝ :=
  √(effectiveNumber n k Z x ^ 2 + Z ^ 2 * x)

/-- The Sommerfeld energy in atomic units, rest energy removed, as a function of `x = α²`,
for `k ≤ n`, `0 < x` and `Z² x < k²`. -/
def sommerfeldEnergy (n k : ℕ) (Z x : ℝ) : ℝ :=
  ((1 + Z ^ 2 * x / effectiveNumber n k Z x ^ 2) ^ (-(1 / 2 : ℝ)) - 1) / x
```

## (a) The two numbers at α = 0

**Task.** Show that $N(0)=W(0)=n$.

**Solution.** Since $k\ge 0$, we have $\sqrt{k^2}=k$, so $N(0)=n-k+k=n$. Then $W(0)=\sqrt{n^2}=n$. The code makes the same two substitutions.

```lean
/-- At `α = 0` the numbers `N` and `W` both equal the principal quantum number `n`. -/
theorem numbers_at_zero (n k : ℕ) (Z : ℝ) :
    effectiveNumber n k Z 0 = n ∧ apparentNumber n k Z 0 = n := by
  have hN : effectiveNumber n k Z 0 = n := by
    unfold effectiveNumber
    rw [mul_zero, sub_zero, Real.sqrt_sq (Nat.cast_nonneg k)]
    ring
  refine ⟨hN, ?_⟩
  unfold apparentNumber
  rw [hN, mul_zero, add_zero, Real.sqrt_sq (Nat.cast_nonneg n)]
```

## (b) Signs below the critical coupling

**Task.** For $k\le n$, $x>0$ and $Z^2x<k^2$, show that $N(x)>0$ and $W(x)>0$.

**Solution.** The last condition says $|Z|\alpha<k$: the coupling is weak enough for the square root in $N$ to be real and non-zero. That root is positive and $n-k\ge0$, so $N>0$. Hence $W^2=N^2+Z^2x>0$, and $W>0$.

```lean
/-- For `k ≤ n`, `0 < x` and coupling below the critical value, `Z² x < k²`,
the numbers `N` and `W` are positive. -/
theorem numbers_pos {n k : ℕ} {Z x : ℝ} (hkn : k ≤ n) (hx : 0 < x)
    (hc : Z ^ 2 * x < (k : ℝ) ^ 2) :
    0 < effectiveNumber n k Z x ∧ 0 < apparentNumber n k Z x := by
  have hkn' : (k : ℝ) ≤ n := Nat.cast_le.2 hkn
  have hN : 0 < effectiveNumber n k Z x := by
    have hs : 0 < √((k : ℝ) ^ 2 - Z ^ 2 * x) := Real.sqrt_pos.2 (by linarith)
    unfold effectiveNumber
    linarith
  exact ⟨hN, Real.sqrt_pos.2 (by positivity)⟩
```

## (c) Removing the division by α²

**Task.** Under the same conditions, show that
$$E(x)=-\frac{Z^2}{W(W+N)}.$$

**Solution.** The bracket in the Sommerfeld formula is a perfect square:
$$1+\frac{Z^2x}{N^2}=\frac{W^2}{N^2}.$$
Its power $-\tfrac12$ is $N/W$, because both numbers are positive. Since $(W-N)(W+N)=Z^2x$,
$$E=\frac{N-W}{xW}=-\frac{Z^2x}{xW(W+N)}=-\frac{Z^2}{W(W+N)}.$$

In the proof, `hb` is the perfect square. The fractions are then cross-multiplied, and `linear_combination` closes the identity using $W^2=N^2+Z^2x$.

```lean
/-- For `k ≤ n`, `0 < x` and `Z² x < k²`, the Sommerfeld energy equals `-Z² / (W (W + N))`,
a form without division by `α²`. -/
theorem sommerfeldEnergy_eq {n k : ℕ} {Z x : ℝ} (hkn : k ≤ n) (hx : 0 < x)
    (hc : Z ^ 2 * x < (k : ℝ) ^ 2) :
    sommerfeldEnergy n k Z x =
      -Z ^ 2 / (apparentNumber n k Z x *
        (apparentNumber n k Z x + effectiveNumber n k Z x)) := by
  obtain ⟨hN, hW⟩ := numbers_pos hkn hx hc
  have hW2 : apparentNumber n k Z x ^ 2 = effectiveNumber n k Z x ^ 2 + Z ^ 2 * x :=
    Real.sq_sqrt (by positivity)
  -- the bracket in the Sommerfeld formula is the perfect square `(W / N)²`
  have hb : 1 + Z ^ 2 * x / effectiveNumber n k Z x ^ 2 =
      (apparentNumber n k Z x / effectiveNumber n k Z x) ^ 2 := by
    rw [div_pow, hW2, add_div, div_self (pow_ne_zero 2 hN.ne')]
  unfold sommerfeldEnergy
  rw [hb, Real.rpow_neg (sq_nonneg _), ← Real.sqrt_eq_rpow,
    Real.sqrt_sq (div_pos hW hN).le, inv_div, div_sub_one hW.ne', div_div,
    div_eq_div_iff (by positivity) (by positivity)]
  linear_combination (-apparentNumber n k Z x) * hW2
```

## (d) Slope of the regular form

**Task.** Let $F(x)=-Z^2/\bigl(W(W+N)\bigr)$ and $1\le k\le n$. Show that
$$F'(0)=-\frac{Z^4}{2n^3}\left(\frac1k-\frac{3}{4n}\right).$$

**Solution.** Differentiating the square roots at zero gives
$$N'(0)=-\frac{Z^2}{2k},\qquad W'(0)=\frac{2nN'(0)+Z^2}{2n}=\frac{Z^2}{2n}-\frac{Z^2}{2k}.$$
The denominator $D=W(W+N)$ has $D(0)=2n^2$ and
$$D'(0)=3nW'(0)+nN'(0)=Z^2\left(\frac32-\frac{2n}{k}\right).$$
Therefore
$$F'(0)=\frac{Z^2D'(0)}{D(0)^2}=\frac{Z^4}{4n^4}\left(\frac32-\frac{2n}{k}\right),$$
which is the required expression.

The steps `hN`, `hsq` and `hW` differentiate $N$, $N^2$ and $W$. The quotient rule follows, and `field_simp` with `ring` does the final algebra. The conditions `hne1` and `hne2` say that the two radicands are non-zero at $x=0$, and `hne3` says the same of the denominator $D$.

```lean
/-- For `1 ≤ k ≤ n` the regular form `-Z² / (W (W + N))` of the energy is differentiable in
`x = α²` at zero, with derivative `-(Z⁴ / (2 n³)) (1/k - 3/(4n))`. -/
theorem hasDerivAt_regularForm {n k : ℕ} (Z : ℝ) (hk : 1 ≤ k) (hkn : k ≤ n) :
    HasDerivAt (fun x : ℝ => -Z ^ 2 / (apparentNumber n k Z x *
        (apparentNumber n k Z x + effectiveNumber n k Z x)))
      (-(Z ^ 4 / (2 * (n : ℝ) ^ 3)) * (1 / (k : ℝ) - 3 / (4 * (n : ℝ)))) 0 := by
  have hk0 : (0 : ℝ) < k := Nat.cast_pos.2 hk
  have hn0 : (0 : ℝ) < n := Nat.cast_pos.2 (lt_of_lt_of_le hk hkn)
  have hkne : (k : ℝ) ≠ 0 := hk0.ne'
  have hnne : (n : ℝ) ≠ 0 := hn0.ne'
  obtain ⟨hN0, hW0⟩ := numbers_at_zero n k Z
  have hlin : HasDerivAt (fun x : ℝ => Z ^ 2 * x) (Z ^ 2) 0 :=
    ((hasDerivAt_id' (0 : ℝ)).const_mul (Z ^ 2)).congr_deriv (by ring)
  -- derivative of the effective quantum number
  have h1 : HasDerivAt (fun x : ℝ => (k : ℝ) ^ 2 - Z ^ 2 * x) (-Z ^ 2) 0 :=
    hlin.const_sub ((k : ℝ) ^ 2)
  have hs : √((k : ℝ) ^ 2 - Z ^ 2 * 0) = k := by
    rw [mul_zero, sub_zero, Real.sqrt_sq hk0.le]
  have hne1 : (k : ℝ) ^ 2 - Z ^ 2 * 0 ≠ 0 := by
    rw [mul_zero, sub_zero]
    exact pow_ne_zero 2 hkne
  have hN : HasDerivAt (fun x : ℝ => effectiveNumber n k Z x) (-Z ^ 2 / (2 * (k : ℝ))) 0 :=
    ((h1.sqrt hne1).const_add ((n : ℝ) - k)).congr_deriv (by simp only [hs])
  -- derivative of `N²`, then of `W`
  have hsq : HasDerivAt (fun x : ℝ => effectiveNumber n k Z x ^ 2)
      (2 * n * (-Z ^ 2 / (2 * (k : ℝ)))) 0 :=
    ((hN.fun_mul hN).congr_of_eventuallyEq (Eventually.of_forall fun x => sq _)).congr_deriv
      (by simp only [hN0]; ring)
  have hne2 : effectiveNumber n k Z 0 ^ 2 + Z ^ 2 * 0 ≠ 0 := by
    rw [hN0, mul_zero, add_zero]
    exact pow_ne_zero 2 hnne
  have hr : √(effectiveNumber n k Z 0 ^ 2 + Z ^ 2 * 0) = n := hW0
  have hW : HasDerivAt (fun x : ℝ => apparentNumber n k Z x)
      ((2 * n * (-Z ^ 2 / (2 * (k : ℝ))) + Z ^ 2) / (2 * (n : ℝ))) 0 :=
    ((hsq.fun_add hlin).sqrt hne2).congr_deriv (by simp only [hr])
  have hne3 : apparentNumber n k Z 0 *
      (apparentNumber n k Z 0 + effectiveNumber n k Z 0) ≠ 0 := by
    rw [hW0, hN0]
    exact (mul_pos hn0 (add_pos hn0 hn0)).ne'
  refine ((hasDerivAt_const (0 : ℝ) (-Z ^ 2)).fun_div
    (hW.fun_mul (hW.fun_add hN)) hne3).congr_deriv ?_
  simp only [hW0, hN0]
  field_simp
  ring
```

## (e) The sensitivity of the Sommerfeld energy

**Task.** For $1\le k\le n$, show that
$$\lim_{x\to0^+}\frac{E(x)+Z^2/(2n^2)}{x}=-\frac{Z^4}{2n^3}\left(\frac1k-\frac3{4n}\right).$$

**Solution.** By (a), $F(0)=-Z^2/(2n^2)$, the Bohr energy. Because $k\ge1$, every sufficiently small $x>0$ satisfies $Z^2x<k^2$, so $E(x)=F(x)$ by (c). The quotient is then $(F(x)-F(0))/x$, which tends to $F'(0)$. For $n=k=1$ the limit is $-Z^4/8$.

In Lean, `Tendsto` with `𝓝[>] 0` expresses the limit from above. The step `hsmall` supplies the small $x$, and `congr'` replaces the slope of $F$ by the quotient for $E$. The result is a slope at $\alpha=0$, not at the physical value of $\alpha$.

Taking $F$ itself as the definition of the energy would be another way to model the level. The energy at $x=0$ would then be the Bohr value, whereas Lean's division by zero makes `sommerfeldEnergy` vanish there, and the theorem would become an ordinary two-sided derivative. The link to Sommerfeld's closed formula would then rest on (c).

```lean
/-- The alpha-sensitivity of a Dirac-Coulomb level: for `1 ≤ k ≤ n`, the deviation of the
Sommerfeld energy from the Bohr energy, divided by `x = α²`, tends to
`-(Z⁴ / (2 n³)) (1/k - 3/(4n))` as `x` tends to zero from above. -/
theorem alpha_sensitivity {n k : ℕ} (Z : ℝ) (hk : 1 ≤ k) (hkn : k ≤ n) :
    Tendsto (fun x : ℝ => (sommerfeldEnergy n k Z x + Z ^ 2 / (2 * (n : ℝ) ^ 2)) / x)
      (𝓝[>] 0)
      (𝓝 (-(Z ^ 4 / (2 * (n : ℝ) ^ 3)) * (1 / (k : ℝ) - 3 / (4 * (n : ℝ))))) := by
  have hk0 : (0 : ℝ) < k := Nat.cast_pos.2 hk
  obtain ⟨hN0, hW0⟩ := numbers_at_zero n k Z
  -- small `x` lies below the critical coupling
  have hsmall : {x : ℝ | Z ^ 2 * x < (k : ℝ) ^ 2} ∈ 𝓝[>] (0 : ℝ) := by
    refine mem_nhdsWithin_of_mem_nhds ((isOpen_lt (by fun_prop) continuous_const).mem_nhds ?_)
    show Z ^ 2 * 0 < (k : ℝ) ^ 2
    rw [mul_zero]
    exact pow_pos hk0 2
  refine (hasDerivAt_regularForm Z hk hkn).tendsto_slope_zero_right.congr' ?_
  filter_upwards [self_mem_nhdsWithin, hsmall] with x hx hc
  rw [sommerfeldEnergy_eq hkn hx hc]
  simp only [zero_add, hW0, hN0, smul_eq_mul]
  ring
```

## (f) Fine-structure splitting

**Task.** For $1\le k,k'\le n$, write $E_k$ and $E_{k'}$ for the energies with the same $n$ and $Z$. Show that
$$\lim_{x\to0^+}\frac{E_k(x)-E_{k'}(x)}{x}=-\frac{Z^4}{2n^3}\left(\frac1k-\frac1{k'}\right).$$

**Solution.** Subtract the two limits from (e). The Bohr energy and the term $3/(4n)$ are common to both levels and cancel. The code does this with `sub`, followed by algebra. If $k=k'$, the limit is zero.

```lean
/-- Fine-structure splitting: for two levels with the same `n` and `1 ≤ k, k' ≤ n`, the energy
difference divided by `x = α²` tends to `-(Z⁴ / (2 n³)) (1/k - 1/k')` as `x` tends to zero
from above. -/
theorem fine_structure_splitting {n k k' : ℕ} (Z : ℝ) (hk : 1 ≤ k) (hkn : k ≤ n)
    (hk' : 1 ≤ k') (hkn' : k' ≤ n) :
    Tendsto (fun x : ℝ => (sommerfeldEnergy n k Z x - sommerfeldEnergy n k' Z x) / x)
      (𝓝[>] 0) (𝓝 (-(Z ^ 4 / (2 * (n : ℝ) ^ 3)) * (1 / (k : ℝ) - 1 / (k' : ℝ)))) := by
  have h := (alpha_sensitivity Z hk hkn).sub (alpha_sensitivity Z hk' hkn')
  -- the Bohr energy and the `3/(4n)` term are common to both levels
  have e : -(Z ^ 4 / (2 * (n : ℝ) ^ 3)) * (1 / (k : ℝ) - 1 / (k' : ℝ)) =
      -(Z ^ 4 / (2 * (n : ℝ) ^ 3)) * (1 / (k : ℝ) - 3 / (4 * (n : ℝ))) -
      -(Z ^ 4 / (2 * (n : ℝ) ^ 3)) * (1 / (k' : ℝ) - 3 / (4 * (n : ℝ))) := by ring
  rw [e]
  exact h.congr fun x => by ring
```

## (g) Comparison with the Bohr level at finite α

**Task.** For $k\le n$, $Z\ne0$, $x>0$ and $Z^2x<k^2$, show that
$$E(x)<-\frac{Z^2}{2n^2}.$$

**Solution.** Put $s=\sqrt{k^2-Z^2x}$. Then $s<k$, so $N=n-k+s<n$. Also
$$n^2-W^2=2(n-k)(k-s)\ge0,$$
so $W\le n$, with equality when $k=n$. Consequently
$$W(W+N)<W(W+n)\le2n^2,$$
and (c) gives the inequality.

The bounds on $N$ and $W$ are `hNn` and `hWn`. They combine in `hlt`, and the last line compares the two fractions.

```lean
/-- For `k ≤ n`, `Z ≠ 0`, `0 < x` and `Z² x < k²`, the Sommerfeld energy lies strictly below
the Bohr energy `-Z² / (2 n²)`. -/
theorem sommerfeldEnergy_lt_bohr {n k : ℕ} {Z x : ℝ} (hkn : k ≤ n) (hZ : Z ≠ 0)
    (hx : 0 < x) (hc : Z ^ 2 * x < (k : ℝ) ^ 2) :
    sommerfeldEnergy n k Z x < -(Z ^ 2 / (2 * (n : ℝ) ^ 2)) := by
  obtain ⟨hN, hW⟩ := numbers_pos hkn hx hc
  have hkn' : (k : ℝ) ≤ n := Nat.cast_le.2 hkn
  have hZ2 : 0 < Z ^ 2 := by positivity
  have hy : 0 < Z ^ 2 * x := mul_pos hZ2 hx
  have hs2 : √((k : ℝ) ^ 2 - Z ^ 2 * x) ^ 2 = (k : ℝ) ^ 2 - Z ^ 2 * x :=
    Real.sq_sqrt (by linarith)
  have hsk : √((k : ℝ) ^ 2 - Z ^ 2 * x) < k := by
    calc √((k : ℝ) ^ 2 - Z ^ 2 * x) < √((k : ℝ) ^ 2) :=
          Real.sqrt_lt_sqrt (by linarith) (by linarith)
      _ = k := Real.sqrt_sq (Nat.cast_nonneg k)
  -- both numbers are bounded by `n`, the first one strictly
  have hNn : effectiveNumber n k Z x < n := by
    unfold effectiveNumber
    linarith
  have hn0 : (0 : ℝ) < n := hN.trans hNn
  have hWn : apparentNumber n k Z x ≤ n := by
    refine Real.sqrt_le_iff.2 ⟨hn0.le, ?_⟩
    unfold effectiveNumber
    nlinarith [mul_nonneg (sub_nonneg.2 hkn') (sub_nonneg.2 hsk.le)]
  have hlt : apparentNumber n k Z x *
      (apparentNumber n k Z x + effectiveNumber n k Z x) < 2 * (n : ℝ) ^ 2 := by
    have h1 := mul_pos hW (sub_pos.2 hNn)
    have h2 := mul_nonneg hW.le (sub_nonneg.2 hWn)
    have h3 := mul_nonneg hn0.le (sub_nonneg.2 hWn)
    nlinarith
  rw [sommerfeldEnergy_eq hkn hx hc, neg_div, neg_lt_neg_iff]
  exact div_lt_div_of_pos_left hZ2 (mul_pos hW (add_pos hW hN)) hlt

end

end SommerfeldAlphaSensitivity
```

```lean
#print axioms SommerfeldAlphaSensitivity.fine_structure_splitting
#print axioms SommerfeldAlphaSensitivity.sommerfeldEnergy_lt_bohr
```

```
'SommerfeldAlphaSensitivity.fine_structure_splitting' depends on axioms: [propext, Classical.choice, Quot.sound]
'SommerfeldAlphaSensitivity.sommerfeldEnergy_lt_bohr' depends on axioms: [propext, Classical.choice, Quot.sound]
```
